# Every perfect matching carries $2^{N/2}$ ground states of the classical Kitaev model on a finite three-coloured lattice

Minimise the energy of a classical Kitaev magnet numerically from several random starts, and the runs can end in different spin patterns with the same energy. Without knowing the minimum and its degeneracy, one may take one such pattern for the magnetic order, or take the disagreement for failed convergence. For nonzero coupling on a finite lattice where each site has one x, one y and one z bond, the minimum is known, and so is a large family of states that reach it.

```lean
import Mathlib

open Finset

namespace ClassicalKitaev

noncomputable section
```

## Bonds, spins and energy

Let $n_c(i)$ be the site across the bond of colour $c$ from site $i$. Crossing a bond twice leads back, $n_c(n_c(i))=i$, and no bond joins a site to itself. Lean numbers the colours x, y, z as 0, 1, 2. A properly coloured 3-regular simple graph is the case where the three neighbours of each site differ. `Lattice` also allows two colours to join the same pair of sites.

```lean
/-- A lattice on which every site has exactly one bond of each colour x, y, z (numbered 0, 1, 2);
`nbr c i` is the site at the other end of the `c` bond of site `i`. -/
structure Lattice (V : Type*) where
  nbr : Fin 3 → V → V
  nbr_nbr : ∀ c i, nbr c (nbr c i) = i
  nbr_ne : ∀ c i, nbr c i ≠ i
```

The spins are classical vectors with $\sum_c (S_i^c)^2=1$.

```lean
variable {V : Type*}

/-- Every classical spin has unit length. -/
def UnitSpins (S : V → Fin 3 → ℝ) : Prop := ∀ i, ∑ c, S i c ^ 2 = 1
```

A bond of colour $c$ couples only the components along axis $c$. Its strength $K$ stands for the bond-dependent exchange that spin–orbit coupling can produce; $K>0$ is antiferromagnetic. Summing over sites counts each bond twice, so

$$E=\frac K2\sum_i\sum_c S_i^c\,S_{n_c(i)}^c .$$

```lean
/-- The Kitaev energy: `K` times the sum of `S_i^c S_j^c` over all bonds. The sum over sites meets
each bond from both ends, hence the factor one half. -/
def energy [Fintype V] (L : Lattice V) (K : ℝ) (S : V → Fin 3 → ℝ) : ℝ :=
  K / 2 * ∑ i, ∑ c, S i c * S (L.nbr c i) c
```

A ground state is a minimiser among all unit-spin configurations, not merely a state at some prescribed energy.

```lean
/-- A ground state minimizes the Kitaev energy among all configurations of unit spins. -/
def IsGroundState [Fintype V] (L : Lattice V) (K : ℝ) (S : V → Fin 3 → ℝ) : Prop :=
  UnitSpins S ∧ ∀ T, UnitSpins T → energy L K S ≤ energy L K T
```

Let $\sigma=-1$ for $K>0$ and $\sigma=+1$ otherwise. This is `bondSign K`.

```lean
/-- The factor relating the two coupled spin components on a satisfied bond: `-1` for `K > 0`, and
`1` otherwise. -/
def bondSign (K : ℝ) : ℝ := if 0 < K then -1 else 1
```

A bond is satisfied when its coupled components obey $S_{n_c(i)}^c=\sigma S_i^c$.

```lean
/-- On every bond the two coupled spin components agree up to the sign `bondSign K`. -/
def BondsSatisfied (L : Lattice V) (K : ℝ) (S : V → Fin 3 → ℝ) : Prop :=
  ∀ i c, S (L.nbr c i) c = bondSign K * S i c
```

## Spins along matched bonds

A perfect matching pairs every site with one neighbour. It is encoded by a colour $a_i$ at each site, with both ends choosing the same bond: $a_{n_{a_i}(i)}=a_i$.

```lean
/-- A perfect matching: each site `i` selects its bond of colour `a i`, and the site at the other
end selects the same bond. -/
def IsPerfectMatching (L : Lattice V) (a : V → Fin 3) : Prop :=
  ∀ i, a (L.nbr (a i) i) = a i
```

Place each spin along its chosen axis with amplitude $\eta_i$, so that $S_i^c=\eta_i$ if $c=a_i$ and $0$ otherwise.

```lean
/-- The configuration whose spin at site `i` is `η i` times the unit vector along axis `a i`. -/
def axisState (a : V → Fin 3) (η : V → ℝ) : V → Fin 3 → ℝ :=
  fun i c => if c = a i then η i else 0
```

The states to be counted are the ground states of this form, for a given $a$.

```lean
/-- The ground states in which the spin at each site `i` lies along the axis `a i`. -/
def axisGroundStates [Fintype V] (L : Lattice V) (K : ℝ) (a : V → Fin 3) :
    Set (V → Fin 3 → ℝ) :=
  {S | IsGroundState L K S ∧ ∃ η, S = axisState a η}
```

Both values of $\sigma$ give $\sigma^2=1$.

```lean
lemma bondSign_mul_self (K : ℝ) : bondSign K * bondSign K = 1 := by
  unfold bondSign
  split_ifs <;> norm_num
```

When does an axis state satisfy every bond? Unit length means $\eta_i^2=1$. On the bond of colour $a_i$, the neighbour's component must equal $\sigma\eta_i\neq0$. The neighbour therefore lies along the same axis, and $\eta_{n_{a_i}(i)}=\sigma\eta_i$.

Conversely, these conditions satisfy the matched bonds. On an unmatched bond, $c\neq a_i$, and the neighbour cannot have chosen $c$ either, since the matching would then force $a_i=c$. Both components vanish. The case splits `e` and `hc` in the proof separate these alternatives.

```lean
/-- Spins along axes `a` with amplitudes `η` are unit spins satisfying every bond exactly when `a`
is a perfect matching, each `η i` is a sign, and matched signs are related by `bondSign K`. -/
theorem axisState_satisfied_iff (L : Lattice V) (K : ℝ) (a : V → Fin 3) (η : V → ℝ) :
    (UnitSpins (axisState a η) ∧ BondsSatisfied L K (axisState a η)) ↔
      IsPerfectMatching L a ∧ (∀ i, η i ^ 2 = 1) ∧
        ∀ i, η (L.nbr (a i) i) = bondSign K * η i := by
  have hsum : ∀ i, ∑ c, axisState a η i c ^ 2 = η i ^ 2 := fun i => by
    simp [axisState, ite_pow]
  constructor
  · rintro ⟨hu, hb⟩
    have h1 : ∀ i, η i ^ 2 = 1 := fun i => (hsum i).symm.trans (hu i)
    have h2 : ∀ i, a i = a (L.nbr (a i) i) ∧ η (L.nbr (a i) i) = bondSign K * η i := by
      intro i
      have h := hb i (a i)
      simp only [axisState, ↓reduceIte] at h
      by_cases e : a i = a (L.nbr (a i) i)
      · rw [if_pos e] at h
        exact ⟨e, h⟩
      · -- a neighbour along another axis would leave this bond unsatisfied
        rw [if_neg e] at h
        have h3 : (bondSign K * η i) ^ 2 = 1 := by
          linear_combination η i ^ 2 * bondSign_mul_self K + h1 i
        rw [← h] at h3
        norm_num at h3
    exact ⟨fun i => (h2 i).1.symm, h1, fun i => (h2 i).2⟩
  · rintro ⟨ha, h1, h2⟩
    refine ⟨fun i => (hsum i).trans (h1 i), fun i c => ?_⟩
    by_cases hc : c = a i
    · subst hc
      simp only [axisState, ha i, ↓reduceIte, h2 i]
    · -- on an unmatched bond both coupled components vanish
      have hc' : c ≠ a (L.nbr c i) := by
        intro h
        have h3 := ha (L.nbr c i)
        rw [← h, L.nbr_nbr] at h3
        exact hc h3.symm
      simp only [axisState, if_neg hc, if_neg hc', mul_zero]
```

## The energy bound as a sum of squares

Let $N$ be the number of sites. Since $n_c$ only permutes them, $\sum_{i,c}(S_{n_c(i)}^c)^2=\sum_{i,c}(S_i^c)^2=N$. Expanding the square gives

$$\sum_{i,c}\bigl(S_{n_c(i)}^c-\sigma S_i^c\bigr)^2=2N-2\sigma\sum_{i,c}S_i^cS_{n_c(i)}^c .$$

Multiply by $|K|/4$ and use $K=-|K|\sigma$:

$$E+\frac{|K|N}{2}=\frac{|K|}{4}\sum_{i,c}\bigl(S_{n_c(i)}^c-\sigma S_i^c\bigr)^2 .$$

In the proof, `h2` is the permutation, `h3` the expansion and `hK` the sign identity.

```lean
variable [Fintype V]

/-- For unit spins, the energy above `-|K| N / 2` is `|K| / 4` times the sum of the squared bond
mismatches, each bond being counted from both ends. -/
theorem energy_add_bound (L : Lattice V) (K : ℝ) {S : V → Fin 3 → ℝ} (hS : UnitSpins S) :
    energy L K S + |K| * Fintype.card V / 2 =
      |K| / 4 * ∑ i, ∑ c, (S (L.nbr c i) c - bondSign K * S i c) ^ 2 := by
  have h1 : ∑ i, ∑ c, S i c ^ 2 = (Fintype.card V : ℝ) := by
    rw [Finset.sum_congr rfl fun i _ => hS i]
    simp
  -- crossing the bonds of one colour only permutes the sites
  have h2 : ∑ i, ∑ c, S (L.nbr c i) c ^ 2 = (Fintype.card V : ℝ) := by
    rw [← h1, Finset.sum_comm, Finset.sum_comm (f := fun i c => S i c ^ 2)]
    refine Finset.sum_congr rfl fun c _ => ?_
    exact Equiv.sum_comp (Function.Involutive.toPerm (L.nbr c) (L.nbr_nbr c))
      (fun i => S i c ^ 2)
  have h3 : ∑ i, ∑ c, (S (L.nbr c i) c - bondSign K * S i c) ^ 2 =
      ∑ i, ∑ c, S (L.nbr c i) c ^ 2 + ∑ i, ∑ c, S i c ^ 2
        - 2 * bondSign K * ∑ i, ∑ c, S i c * S (L.nbr c i) c := by
    simp only [Finset.mul_sum, ← Finset.sum_add_distrib, ← Finset.sum_sub_distrib]
    refine Finset.sum_congr rfl fun i _ => Finset.sum_congr rfl fun c _ => ?_
    linear_combination S i c ^ 2 * bondSign_mul_self K
  have hK : K = -(|K| * bondSign K) := by
    unfold bondSign
    split_ifs with h
    · rw [abs_of_pos h]; ring
    · rw [abs_of_nonpos (not_lt.1 h)]; ring
  rw [h3, h1, h2, energy]
  linear_combination (∑ i, ∑ c, S i c * S (L.nbr c i) c) / 2 * hK
```

The right side is nonnegative, so $E\ge-|K|N/2$.

```lean
/-- The Kitaev energy of `N` unit spins is at least `-|K| N / 2`. -/
theorem energy_lower_bound (L : Lattice V) (K : ℝ) {S : V → Fin 3 → ℝ} (hS : UnitSpins S) :
    -(|K| * Fintype.card V / 2) ≤ energy L K S := by
  have h := energy_add_bound L K hS
  have h' : 0 ≤ |K| / 4 * ∑ i, ∑ c, (S (L.nbr c i) c - bondSign K * S i c) ^ 2 := by
    positivity
  linarith
```

If every bond is satisfied, each square vanishes and $E=-|K|N/2$.

```lean
/-- Unit spins that satisfy every bond have energy exactly `-|K| N / 2`. -/
theorem energy_of_satisfied (L : Lattice V) (K : ℝ) {S : V → Fin 3 → ℝ} (hS : UnitSpins S)
    (hb : BondsSatisfied L K S) : energy L K S = -(|K| * Fintype.card V / 2) := by
  have h := energy_add_bound L K hS
  rw [Finset.sum_eq_zero fun i _ => Finset.sum_eq_zero fun c _ => by rw [hb i c]; ring,
    mul_zero] at h
  linarith
```

## Counting the signs

Let $m$ exchange the two sites of each pair, and require $\eta_{m(i)}=s\,\eta_i$ with $s^2=1$. Keep one site from each pair, forming a set $R$. Since $m$ maps $R$ onto its complement, $N=2|R|$. The signs on $R$ are free and determine the rest, which leaves $2^{|R|}=2^{N/2}$ patterns.

Lean selects $R$ by numbering the sites and keeping the smaller label. The map `G` turns each subset of $R$, read as its up spins, into a sign pattern; `hset` shows that every pattern arises and `hinj` that none arises twice.

```lean
/-- If `N` sites are grouped in pairs and the signs in each pair have a fixed ratio `s = ±1`,
then `N` is even and there are `2^(N/2)` sign patterns. -/
theorem ncard_signs (m : V → V) (hm : ∀ i, m (m i) = i) (hne : ∀ i, m i ≠ i)
    {s : ℝ} (hs : s * s = 1) :
    Even (Fintype.card V) ∧
      {η : V → ℝ | (∀ i, η i ^ 2 = 1) ∧ ∀ i, η (m i) = s * η i}.ncard =
        2 ^ (Fintype.card V / 2) := by
  classical
  -- from each pair keep the site with the smaller label
  obtain ⟨R, hR⟩ : ∃ R : Finset V, ∀ i, m i ∈ R ↔ i ∉ R := by
    let e := Fintype.equivFin V
    refine ⟨Finset.univ.filter fun i => e i < e (m i), fun i => ?_⟩
    simp only [Finset.mem_filter, Finset.mem_univ, true_and, hm, not_lt]
    exact ⟨le_of_lt, fun h => lt_of_le_of_ne h (e.injective.ne (hne i))⟩
  have hc : R.card = Rᶜ.card :=
    Finset.card_bij' (fun i _ => m i) (fun i _ => m i)
      (by simp [hR]) (by simp [hR]) (by simp [hm]) (by simp [hm])
  have hc' := Finset.card_add_card_compl R
  refine ⟨⟨R.card, by omega⟩, ?_⟩
  let ε : Finset V → V → ℝ := fun A i => if i ∈ A then 1 else -1
  let G : Finset V → V → ℝ := fun A i => if i ∈ R then ε A i else s * ε A (m i)
  have hε : ∀ A i, ε A i ^ 2 = 1 := by
    intro A i
    by_cases h : i ∈ A <;> simp [ε, h]
  -- a pattern is fixed by the set of up spins among the kept sites
  have hset : {η : V → ℝ | (∀ i, η i ^ 2 = 1) ∧ ∀ i, η (m i) = s * η i} =
      G '' (R.powerset : Set (Finset V)) := by
    ext η
    constructor
    · rintro ⟨h1, h2⟩
      have key : ∀ i ∈ R, ε (R.filter (fun j => η j = 1)) i = η i := by
        intro i hi
        have h3 : η i * η i = 1 := by linear_combination h1 i
        rcases mul_self_eq_one_iff.1 h3 with h | h <;> norm_num [ε, hi, h]
      refine ⟨R.filter (fun j => η j = 1),
        Finset.mem_coe.2 (Finset.mem_powerset.2 (Finset.filter_subset _ _)), ?_⟩
      funext i
      by_cases hi : i ∈ R
      · simp only [G, if_pos hi, key i hi]
      · simp only [G, if_neg hi, key (m i) ((hR i).2 hi), h2 i]
        linear_combination η i * hs
    · rintro ⟨A, _, rfl⟩
      refine ⟨fun i => ?_, fun i => ?_⟩ <;> by_cases hi : i ∈ R
      · simp only [G, if_pos hi, hε]
      · simp only [G, if_neg hi, mul_pow, hε]
        linear_combination hs
      · have h : m i ∉ R := fun h => (hR i).1 h hi
        simp only [G, if_pos hi, if_neg h, hm]
      · simp only [G, if_neg hi, if_pos ((hR i).2 hi)]
        linear_combination (-(ε A (m i))) * hs
  have hinj : Set.InjOn G (R.powerset : Set (Finset V)) := by
    intro A hA B hB h
    ext i
    by_cases hi : i ∈ R
    · have h' := congrFun h i
      simp only [G, if_pos hi, ε] at h'
      by_cases p : i ∈ A <;> by_cases q : i ∈ B
      · exact iff_of_true p q
      · rw [if_pos p, if_neg q] at h'
        norm_num at h'
      · rw [if_neg p, if_pos q] at h'
        norm_num at h'
      · exact iff_of_false p q
    · exact iff_of_false (fun h' => hi (Finset.mem_powerset.1 (Finset.mem_coe.1 hA) h'))
        (fun h' => hi (Finset.mem_powerset.1 (Finset.mem_coe.1 hB) h'))
  rw [hset, hinj.ncard_image, Set.ncard_coe_finset, Finset.card_powerset]
  congr 1
  omega
```

## Ground states satisfy every bond

The x bonds alone form a perfect matching, and the count shows that suitable signs exist, so the bound is attained. If $K\neq0$, a single unsatisfied bond makes the sum of squares positive and puts the energy above this minimum. Conversely, a state satisfying every bond reaches the lower bound. At $K=0$ all unit-spin configurations have the same energy.

```lean
/-- For `K ≠ 0`, the ground states are exactly the unit-spin configurations that satisfy every
bond. -/
theorem isGroundState_iff (L : Lattice V) {K : ℝ} (hK : K ≠ 0) (S : V → Fin 3 → ℝ) :
    IsGroundState L K S ↔ UnitSpins S ∧ BondsSatisfied L K S := by
  constructor
  · rintro ⟨hS, hmin⟩
    -- the matching formed by all x bonds shows that the lower bound is attained
    have hn := (ncard_signs (L.nbr 0) (L.nbr_nbr 0) (L.nbr_ne 0) (bondSign_mul_self K)).2
    obtain ⟨η, h1, h2⟩ := Set.nonempty_of_ncard_ne_zero (hn.trans_ne (by positivity))
    obtain ⟨hu, hb⟩ := (axisState_satisfied_iff L K (fun _ => 0) η).2 ⟨fun _ => rfl, h1, h2⟩
    have hE := (hmin _ hu).trans_eq (energy_of_satisfied L K hu hb)
    have h := energy_add_bound L K hS
    refine ⟨hS, fun i c => ?_⟩
    by_contra hne
    -- a single unsatisfied bond would cost energy
    have hpos : 0 < ∑ i, ∑ c, (S (L.nbr c i) c - bondSign K * S i c) ^ 2 :=
      Finset.sum_pos' (fun _ _ => Finset.sum_nonneg fun _ _ => sq_nonneg _)
        ⟨i, Finset.mem_univ i, Finset.sum_pos' (fun _ _ => sq_nonneg _) ⟨c, Finset.mem_univ c,
          lt_of_le_of_ne (sq_nonneg _) (pow_ne_zero 2 (sub_ne_zero.2 hne)).symm⟩⟩
    have hlt := mul_pos (by positivity : 0 < |K| / 4) hpos
    linarith
  · rintro ⟨hS, hb⟩
    exact ⟨hS, fun T hT => (energy_of_satisfied L K hS hb).trans_le (energy_lower_bound L K hT)⟩
```

Combined with the condition on axis states, this identifies all ground states whose spins lie along coordinate axes: their axes form a perfect matching, and their signs are related by $\sigma$ across matched bonds.

```lean
/-- For `K ≠ 0`, spins along axes `a` with amplitudes `η` form a ground state exactly when `a` is a
perfect matching, each `η i` is a sign, and matched signs are related by `bondSign K`. -/
theorem axisState_isGroundState_iff (L : Lattice V) {K : ℝ} (hK : K ≠ 0) (a : V → Fin 3)
    (η : V → ℝ) : IsGroundState L K (axisState a η) ↔ IsPerfectMatching L a ∧
      (∀ i, η i ^ 2 = 1) ∧ ∀ i, η (L.nbr (a i) i) = bondSign K * η i :=
  (isGroundState_iff L hK _).trans (axisState_satisfied_iff L K a η)
```

For a given matching, take $m(i)=n_{a_i}(i)$. Both ends choose the same bond, so $m(m(i))=i$, and the count applies with $s=\sigma$. Different sign patterns give different spin configurations, hence exactly $2^{N/2}$ ground states.

```lean
/-- For `K ≠ 0`, every perfect matching of the `N` sites has exactly `2^(N/2)` ground states with
each spin along the axis of its matched bond, and `N` is even. -/
theorem ncard_axisGroundStates (L : Lattice V) {K : ℝ} (hK : K ≠ 0) {a : V → Fin 3}
    (ha : IsPerfectMatching L a) :
    Even (Fintype.card V) ∧ (axisGroundStates L K a).ncard = 2 ^ (Fintype.card V / 2) := by
  have hcount := ncard_signs (fun i => L.nbr (a i) i)
    (fun i => by simp only [ha i, L.nbr_nbr]) (fun i => L.nbr_ne (a i) i) (bondSign_mul_self K)
  have hinj : Function.Injective (axisState a) := by
    intro η ξ h
    funext i
    simpa only [axisState, ↓reduceIte] using congrFun (congrFun h i) (a i)
  have hset : axisGroundStates L K a = axisState a ''
      {η : V → ℝ | (∀ i, η i ^ 2 = 1) ∧ ∀ i, η (L.nbr (a i) i) = bondSign K * η i} := by
    ext S
    constructor
    · rintro ⟨hS, η, rfl⟩
      exact ⟨η, ((axisState_isGroundState_iff L hK a η).1 hS).2, rfl⟩
    · rintro ⟨η, hη, rfl⟩
      exact ⟨(axisState_isGroundState_iff L hK a η).2 ⟨ha, hη⟩, η, rfl⟩
  rw [hset, Set.ncard_image_of_injective _ hinj]
  exact hcount
```

This is the number for one matching, not for the whole ground-state set. A unit spin cannot lie along two axes, so different matchings contribute different states. There can also be tilted ground states: for $K<0$, all spins parallel in any direction satisfy every bond.

## What a minimisation sees

On a periodic 24-site honeycomb cluster the minimum is $-12|K|$, and each matching supplies $2^{12}=4096$ states. A common update turns each spin towards its local field $h_i^c=-K S_{n_c(i)}^c$. In a ground state with $K\neq0$, bond satisfaction gives $h_i=|K|S_i$, so the update leaves every spin in place, whichever ground state the run has reached. The Lean code does not include this last step.

For classical simulations of Kitaev magnets, the degeneracy means that the energy alone cannot select an order in this pure-Kitaev, fixed-length model. In a material, further exchange terms and quantum fluctuations can lift this degeneracy.

## Four states on the tetrahedron

Give opposite edges of a tetrahedron the same colour. The x bonds pair sites 0 with 1 and 2 with 3.

```lean
/-- The tetrahedron, with opposite edges given the same colour. -/
def tetrahedron : Lattice (Fin 4) where
  nbr := ![![1, 0, 3, 2], ![2, 3, 0, 1], ![3, 2, 1, 0]]
  nbr_nbr := by decide
  nbr_ne := by decide
```

At $K=1$, $\eta_1=-\eta_0$ and $\eta_3=-\eta_2$. Two free signs give four ground states along x, each with energy $-2$. Lean checks the distinct neighbours by enumeration and obtains the four from the general count.

```lean
/-- On the tetrahedron the three neighbours of each site are distinct, the x bonds form a perfect
matching, and at `K = 1` this matching has four ground states with all spins along x. -/
theorem tetrahedron_witness :
    (∀ i c d, tetrahedron.nbr c i = tetrahedron.nbr d i → c = d) ∧
      IsPerfectMatching tetrahedron (fun _ => 0) ∧
      (axisGroundStates tetrahedron 1 (fun _ => 0)).ncard = 4 := by
  have ha : IsPerfectMatching tetrahedron (fun _ => 0) := fun _ => rfl
  refine ⟨by unfold tetrahedron; decide, ha, ?_⟩
  rw [(ncard_axisGroundStates tetrahedron one_ne_zero ha).2, Fintype.card_fin]
  norm_num

end

end ClassicalKitaev
```

```lean
#print axioms ClassicalKitaev.ncard_axisGroundStates
-- 'ClassicalKitaev.ncard_axisGroundStates' depends on axioms: [propext, Classical.choice, Quot.sound]
```
